# Bauer–Fike bound in the l2 norm: for A = V D V⁻¹ with D diagonal, every eigenvalue of A + E lies within ‖V‖ ‖V⁻¹‖ ‖E‖ of an eigenvalue of A

## How far can a perturbation push an eigenvalue of a non-Hermitian matrix?

Let A be a complex n × n matrix with A = V D V⁻¹, where V is invertible and D is diagonal with entries dᵢ. Let E be any complex n × n matrix, and write ‖·‖ for the Euclidean norm of a vector and for the l2 operator norm of a matrix. I work with non-Hermitian matrices, and I rely on the claim that each eigenvalue μ of A + E satisfies

|μ − dᵢ| ≤ ‖V‖ ‖V⁻¹‖ ‖E‖ for some i.

I would like to see every step of the argument, together with a proof that a computer has checked. I would also like to know what is left of the prefactor when the eigenvectors are orthonormal, and whether the bound can then be improved.

## The eigenvector condition number controls the shift

Write κ(V) = ‖V‖ ‖V⁻¹‖ for the condition number of V. An eigenvalue of a matrix M is a number μ for which some nonzero x satisfies M x = μ x. The columns of V are eigenvectors of A, and the dᵢ are its eigenvalues.

### From a residual to a distance

Fix μ and let δ be the smallest of the distances |μ − dᵢ|. For any vector y, the diagonal matrix acts component by component, so

‖μy − Dy‖² = Σᵢ |μ − dᵢ|² |yᵢ|² ≥ δ² ‖y‖².

Hence δ ‖y‖ ≤ ‖μy − Dy‖.

Now take any trial vector x, with residual r = μx − Ax, and set y = V⁻¹x. Since V⁻¹A = D V⁻¹, the residual in the eigenbasis is

V⁻¹r = μy − Dy.

With x = Vy this gives

δ ‖x‖ ≤ ‖V‖ δ ‖y‖ ≤ ‖V‖ ‖V⁻¹r‖ ≤ κ(V) ‖r‖.

If x is an eigenvector of A + E with eigenvalue μ, then r = (A + E)x − Ax = Ex, so

δ ‖x‖ ≤ κ(V) ‖E‖ ‖x‖.

Dividing by ‖x‖ > 0 gives the claim, with i the index of the dᵢ closest to μ.

### Orthonormal eigenvectors

If V = U is unitary, then U⁻¹ = U† and ‖U†‖ = ‖U‖, so

κ(U) = ‖U‖² = ‖U†U‖ = ‖1‖ ≤ 1.

The distance is then at most ‖E‖. This covers Hermitian A, and E need not be Hermitian.

For every such A, this is the best bound that depends on E only through its norm. Choose i so that dᵢ has the largest real part, take ε ≥ 0, and let E = ε·1, which has norm ε. The i-th column of V is an eigenvector of A + E with eigenvalue μ = dᵢ + ε, and for every j

|μ − dⱼ| ≥ Re(μ − dⱼ) = ε + Re dᵢ − Re dⱼ ≥ ε.

The same construction works when V is not unitary, but if κ(V) > 1 it does not show that the factor κ(V) is attained.

### What the Lean theorems say

The index type `n` is any finite type, matrices are `Matrix n n ℂ`, and vectors are functions `n → ℂ`. The default norm on such functions is the largest modulus of a component, so `vecNorm` supplies the Euclidean norm. The line `open scoped Matrix.Norms.L2Operator` fixes the matrix norm. `IsEigenvalue` is the definition given above, and `condNumber V` is κ(V).

- `bauer_fike` is the main bound. The hypothesis `IsUnit V.det` says that V is invertible, and `hA` is the diagonalisation of A, which is assumed.
- `residual_bound` is the estimate for an arbitrary trial pair μ, x. It requires `Nonempty n`, because it must produce an index i. In `bauer_fike` the nonzero eigenvector already provides one.
- `bauer_fike_unitary` takes `U * Uᴴ = 1` and gives the bound ‖E‖.
- `shift_attained` also requires `Nonempty n`. It provides, for each ε ≥ 0, a perturbation of norm ε and an eigenvalue at distance at least ε from every dⱼ.

Defective matrices, which have no full set of eigenvectors, are not covered. The theorems place each eigenvalue of A + E near some dᵢ, but they do not pair the two spectra one to one or count multiplicities. The value of κ(V) can depend on how the eigenvectors are scaled, and the bound holds for each choice.

A non-Hermitian effective Hamiltonian in a finite orthonormal basis may or may not be diagonalisable. When it is, `residual_bound` turns the residual of an approximate eigenpair into an upper bound on the distance from the approximate eigenvalue to the nearest exact one, provided that an upper bound on κ(V) is known. It does not say which exact eigenvalue that is.

```lean
import Mathlib

open Matrix
open scoped Matrix.Norms.L2Operator

namespace BauerFike

noncomputable section

variable {n : Type*} [Fintype n]

/-- The Euclidean norm of a complex coefficient vector. -/
def vecNorm (x : n → ℂ) : ℝ := ‖WithLp.toLp 2 x‖

/-- The number `μ` is an eigenvalue of `M`: some nonzero vector `x` satisfies `M x = μ x`. -/
def IsEigenvalue (M : Matrix n n ℂ) (μ : ℂ) : Prop :=
  ∃ x : n → ℂ, x ≠ 0 ∧ M *ᵥ x = μ • x

/-- The squared Euclidean norm is the sum of the squared moduli of the coefficients. -/
theorem vecNorm_sq (x : n → ℂ) : vecNorm x ^ 2 = ∑ i, ‖x i‖ ^ 2 :=
  EuclideanSpace.norm_sq_eq _

/-- A nonzero vector has positive Euclidean norm. -/
theorem vecNorm_pos {x : n → ℂ} (hx : x ≠ 0) : 0 < vecNorm x := by
  obtain ⟨i, hi⟩ := Function.ne_iff.1 hx
  have hpos : 0 < ‖x i‖ := norm_pos_iff.2 hi
  have hle : ‖x i‖ ^ 2 ≤ ∑ j, ‖x j‖ ^ 2 :=
    Finset.single_le_sum (f := fun j => ‖x j‖ ^ 2)
      (fun j _ => sq_nonneg _) (Finset.mem_univ i)
  rw [← vecNorm_sq] at hle
  have h0 : 0 ≤ vecNorm x := norm_nonneg _
  rcases h0.eq_or_lt with h | h
  · rw [← h] at hle
    nlinarith
  · exact h

variable [DecidableEq n]

/-- The condition number `‖V‖ ‖V⁻¹‖` of an invertible matrix `V`, in the l2 operator norm. -/
def condNumber (V : Matrix n n ℂ) : ℝ := ‖V‖ * ‖V⁻¹‖

/-- A matrix stretches a vector by at most its l2 operator norm. -/
theorem vecNorm_mulVec_le (M : Matrix n n ℂ) (x : n → ℂ) :
    vecNorm (M *ᵥ x) ≤ ‖M‖ * vecNorm x :=
  Matrix.l2_opNorm_mulVec M (WithLp.toLp 2 x)

/-- If `μ` is at least `δ ≥ 0` away from every diagonal entry of a diagonal matrix `D`, then
the residual `μ y - D y` has norm at least `δ` times the norm of `y`. -/
theorem diagonal_residual_ge (d y : n → ℂ) (μ : ℂ) {δ : ℝ} (hδ : 0 ≤ δ)
    (h : ∀ i, δ ≤ ‖μ - d i‖) :
    δ * vecNorm y ≤ vecNorm (μ • y - diagonal d *ᵥ y) := by
  have h1 : 0 ≤ vecNorm y := norm_nonneg _
  have h2 : 0 ≤ vecNorm (μ • y - diagonal d *ᵥ y) := norm_nonneg _
  -- compare the squares component by component
  rw [← sq_le_sq₀ (mul_nonneg hδ h1) h2, mul_pow, vecNorm_sq, vecNorm_sq, Finset.mul_sum]
  refine Finset.sum_le_sum fun i _ => ?_
  have hi : (μ • y - diagonal d *ᵥ y) i = (μ - d i) * y i := by
    rw [Pi.sub_apply, Matrix.mulVec_diagonal, Pi.smul_apply, smul_eq_mul]
    ring
  rw [hi, norm_mul, mul_pow]
  exact mul_le_mul_of_nonneg_right (pow_le_pow_left₀ hδ (h i) 2) (sq_nonneg _)

/-- A posteriori bound: for `A = V D V⁻¹` with `V` invertible and of nonzero dimension, and any
trial pair `μ`, `x`, some diagonal entry `d i` of `D` has `|μ - d i| ‖x‖` at most the condition
number of `V` times the norm of the residual `μ x - A x`. -/
theorem residual_bound [Nonempty n] {A V : Matrix n n ℂ} {d : n → ℂ}
    (hV : IsUnit V.det) (hA : A = V * diagonal d * V⁻¹) (μ : ℂ) (x : n → ℂ) :
    ∃ i, ‖μ - d i‖ * vecNorm x ≤ condNumber V * vecNorm (μ • x - A *ᵥ x) := by
  -- the diagonal entry closest to `μ`
  obtain ⟨i, hi⟩ := Finite.exists_min (fun i => ‖μ - d i‖)
  refine ⟨i, ?_⟩
  have hx : V *ᵥ (V⁻¹ *ᵥ x) = x := by
    rw [Matrix.mulVec_mulVec, Matrix.mul_nonsing_inv V hV, Matrix.one_mulVec]
  have key : V⁻¹ * A = diagonal d * V⁻¹ := by
    rw [hA, Matrix.mul_assoc, ← Matrix.mul_assoc V⁻¹ V, Matrix.nonsing_inv_mul V hV,
      Matrix.one_mul]
  -- the residual in the eigenbasis
  have hr : V⁻¹ *ᵥ (μ • x - A *ᵥ x)
      = μ • (V⁻¹ *ᵥ x) - diagonal d *ᵥ (V⁻¹ *ᵥ x) := by
    rw [Matrix.mulVec_sub, Matrix.mulVec_smul, Matrix.mulVec_mulVec, key,
      Matrix.mulVec_mulVec]
  have h1 : vecNorm x ≤ ‖V‖ * vecNorm (V⁻¹ *ᵥ x) := by
    have h := vecNorm_mulVec_le V (V⁻¹ *ᵥ x)
    rwa [hx] at h
  have h2 := diagonal_residual_ge d (V⁻¹ *ᵥ x) μ (norm_nonneg (μ - d i)) hi
  rw [← hr] at h2
  have h3 := h2.trans (vecNorm_mulVec_le V⁻¹ (μ • x - A *ᵥ x))
  calc ‖μ - d i‖ * vecNorm x
      ≤ ‖μ - d i‖ * (‖V‖ * vecNorm (V⁻¹ *ᵥ x)) :=
        mul_le_mul_of_nonneg_left h1 (norm_nonneg _)
    _ = ‖V‖ * (‖μ - d i‖ * vecNorm (V⁻¹ *ᵥ x)) := by ring
    _ ≤ ‖V‖ * (‖V⁻¹‖ * vecNorm (μ • x - A *ᵥ x)) :=
        mul_le_mul_of_nonneg_left h3 (norm_nonneg _)
    _ = condNumber V * vecNorm (μ • x - A *ᵥ x) := by
        unfold condNumber
        ring

/-- Bauer–Fike theorem: if `A = V D V⁻¹` with `V` invertible and `D` diagonal, every eigenvalue
of `A + E` lies within `‖V‖ ‖V⁻¹‖ ‖E‖` of some diagonal entry of `D`. -/
theorem bauer_fike {A E V : Matrix n n ℂ} {d : n → ℂ} {μ : ℂ}
    (hV : IsUnit V.det) (hA : A = V * diagonal d * V⁻¹) (hμ : IsEigenvalue (A + E) μ) :
    ∃ i, ‖μ - d i‖ ≤ ‖V‖ * ‖V⁻¹‖ * ‖E‖ := by
  obtain ⟨x, hx, hEx⟩ := hμ
  obtain ⟨k, _⟩ := Function.ne_iff.1 hx
  have : Nonempty n := ⟨k⟩
  obtain ⟨i, hi⟩ := residual_bound hV hA μ x
  -- for an eigenvector of `A + E` the residual is `E x`
  have hres : μ • x - A *ᵥ x = E *ᵥ x := by
    rw [← hEx, Matrix.add_mulVec, add_sub_cancel_left]
  rw [hres] at hi
  have hc : 0 ≤ condNumber V := mul_nonneg (norm_nonneg _) (norm_nonneg _)
  refine ⟨i, le_of_mul_le_mul_right ?_ (vecNorm_pos hx)⟩
  calc ‖μ - d i‖ * vecNorm x ≤ condNumber V * vecNorm (E *ᵥ x) := hi
    _ ≤ condNumber V * (‖E‖ * vecNorm x) :=
        mul_le_mul_of_nonneg_left (vecNorm_mulVec_le E x) hc
    _ = ‖V‖ * ‖V⁻¹‖ * ‖E‖ * vecNorm x := by
        unfold condNumber
        ring

/-- If `A = U D U†` with `U` unitary and `D` diagonal, every eigenvalue of `A + E` lies within
`‖E‖` of some diagonal entry of `D`, for any complex matrix `E`. -/
theorem bauer_fike_unitary {A E U : Matrix n n ℂ} {d : n → ℂ} {μ : ℂ}
    (hU : U * Uᴴ = 1) (hA : A = U * diagonal d * Uᴴ) (hμ : IsEigenvalue (A + E) μ) :
    ∃ i, ‖μ - d i‖ ≤ ‖E‖ := by
  have hinv : U⁻¹ = Uᴴ := Matrix.inv_eq_right_inv hU
  have hdet : IsUnit U.det := Matrix.isUnit_det_of_right_inverse hU
  obtain ⟨i, hi⟩ := bauer_fike hdet (by rw [hinv]; exact hA) hμ
  rw [hinv, Matrix.l2_opNorm_conjTranspose] at hi
  -- a unitary matrix has `‖U‖ ^ 2 = ‖U† U‖ = ‖1‖ ≤ 1`
  have hone : ‖(1 : Matrix n n ℂ)‖ ≤ 1 := by
    rw [← Matrix.diagonal_one, Matrix.l2_opNorm_diagonal]
    exact (pi_norm_le_iff_of_nonneg zero_le_one).2 (fun j => by simp)
  have hsq : ‖U‖ * ‖U‖ ≤ 1 := by
    rw [← Matrix.l2_opNorm_conjTranspose_mul_self, mul_eq_one_comm.1 hU]
    exact hone
  exact ⟨i, hi.trans (mul_le_of_le_one_left (norm_nonneg _) hsq)⟩

/-- For every diagonalizable `A = V D V⁻¹` of nonzero dimension and every `ε ≥ 0`, some
perturbation of norm `ε` produces an eigenvalue at distance at least `ε` from all diagonal
entries of `D`. -/
theorem shift_attained [Nonempty n] {A V : Matrix n n ℂ} {d : n → ℂ}
    (hV : IsUnit V.det) (hA : A = V * diagonal d * V⁻¹) {ε : ℝ} (hε : 0 ≤ ε) :
    ∃ (E : Matrix n n ℂ) (μ : ℂ),
      ‖E‖ = ε ∧ IsEigenvalue (A + E) μ ∧ ∀ j, ε ≤ ‖μ - d j‖ := by
  -- shift the eigenvalue of largest real part further to the right
  obtain ⟨i, hi⟩ := Finite.exists_max (fun i => (d i).re)
  refine ⟨diagonal (fun _ => (ε : ℂ)), d i + ε, ?_,
    ⟨V *ᵥ Pi.single i 1, ?_, ?_⟩, fun j => ?_⟩
  · rw [Matrix.l2_opNorm_diagonal, pi_norm_const, Complex.norm_real, Real.norm_of_nonneg hε]
  · intro h
    have h1 : V⁻¹ *ᵥ (V *ᵥ (Pi.single i 1 : n → ℂ)) = Pi.single i 1 := by
      rw [Matrix.mulVec_mulVec, Matrix.nonsing_inv_mul V hV, Matrix.one_mulVec]
    rw [h, Matrix.mulVec_zero] at h1
    have h2 := congrFun h1 i
    simp at h2
  · have hD : diagonal d *ᵥ (Pi.single i 1 : n → ℂ) = d i • Pi.single i 1 := by
      ext j
      rw [Matrix.mulVec_diagonal, Pi.smul_apply, smul_eq_mul]
      by_cases hj : j = i
      · rw [hj]
      · simp [hj]
    have hAV : A * V = V * diagonal d := by
      rw [hA, Matrix.mul_assoc, Matrix.nonsing_inv_mul V hV, Matrix.mul_one]
    have hE : ∀ x : n → ℂ, diagonal (fun _ => (ε : ℂ)) *ᵥ x = (ε : ℂ) • x := by
      intro x
      ext j
      rw [Matrix.mulVec_diagonal, Pi.smul_apply, smul_eq_mul]
    rw [Matrix.add_mulVec, hE, Matrix.mulVec_mulVec, hAV, ← Matrix.mulVec_mulVec, hD,
      Matrix.mulVec_smul, add_smul]
  · have h1 : (d i + (ε : ℂ) - d j).re ≤ ‖d i + (ε : ℂ) - d j‖ :=
      (le_abs_self _).trans (Complex.abs_re_le_norm _)
    rw [Complex.sub_re, Complex.add_re, Complex.ofReal_re] at h1
    have h2 : (d j).re ≤ (d i).re := hi j
    linarith

end

end BauerFike
```

```lean
#print axioms BauerFike.bauer_fike
#print axioms BauerFike.bauer_fike_unitary
#print axioms BauerFike.shift_attained
```

```
'BauerFike.bauer_fike' depends on axioms: [propext, Classical.choice, Quot.sound]
'BauerFike.bauer_fike_unitary' depends on axioms: [propext, Classical.choice, Quot.sound]
'BauerFike.shift_attained' depends on axioms: [propext, Classical.choice, Quot.sound]
```

### The steps in the Lean proof

`vecNorm_sq` writes the squared norm as a sum over components, `vecNorm_pos` makes the final division legitimate, and `vecNorm_mulVec_le` is the inequality ‖Mx‖ ≤ ‖M‖ ‖x‖.

`diagonal_residual_ge` is the diagonal estimate. It passes to squares with `sq_le_sq₀` and compares the two sums term by term with `Finset.sum_le_sum`.

In `residual_bound`, `Finite.exists_min` picks the dᵢ closest to μ. The step `key` is V⁻¹A = D V⁻¹, and `hr` is the residual in the eigenbasis. The diagonal estimate `h2` is extended to `h3` by bounding ‖V⁻¹r‖, and the `calc` block joins `h1` and `h3` into the chain ending in κ(V) ‖r‖.

In `bauer_fike`, `hres` identifies the residual with Ex, and `le_of_mul_le_mul_right` cancels the positive factor ‖x‖. `bauer_fike_unitary` applies this theorem and then bounds the prefactor: `hone` is ‖1‖ ≤ 1, and `hsq` is ‖U‖² ≤ 1.

`shift_attained` selects the largest real part with `Finite.exists_max` and supplies E = ε·1, μ = dᵢ + ε and the vector V eᵢ, where eᵢ is the i-th unit vector, written `Pi.single i 1`. Four checks remain: the norm of E is ε, the vector is nonzero (multiplying by V⁻¹ recovers eᵢ), the eigenvalue equation holds, and the distance estimate follows from comparing real parts.
